# For l ≥ 2, the product of P₂ and P_l is a weighted sum of P_(l+2), P_l and P_(l−2)

## Partial waves and amplitudes

Write $X=\cos\theta$. The Legendre polynomials $P_n$ are the real polynomials in $X$ fixed by $P_0=1$, $P_1=X$ and

$$P_{n+2}=\frac{2n+3}{n+2}\,X P_{n+1}-\frac{n+1}{n+2}\,P_n ,\qquad n\ge 0 .$$

This is the usual normalisation, in which $P_2=(3X^2-1)/2$. The polynomial $P_l$ is the angular part of a partial wave with angular momentum $l$ and magnetic quantum number $m=0$. The axial quadrupole perturbation has angular part $P_2$, so its angular action on the wave is the product $P_2P_l$.

Three functions of $l$ describe the result:

$$U_l=\frac{3(l+1)(l+2)}{2(2l+1)(2l+3)},\qquad S_l=\frac{l(l+1)}{(2l-1)(2l+3)},\qquad D_l=\frac{3l(l-1)}{2(2l-1)(2l+1)} .$$

They are the amplitudes for going up to $l+2$, staying at $l$ and going down to $l-2$. The claim is that for every $l\ge2$

$$P_2P_l=U_l\,P_{l+2}+S_l\,P_l+D_l\,P_{l-2},$$

and that no other three coefficients will do.

In the simplest Sternheimer calculation, an electron with $m=0$ moves in a fixed spherical potential. If its orbital and the first-order correction are both written with the unnormalised $P_l$ as angular functions, these numbers multiply the source terms in the separate radial equations for the correction. The shielding factor, which measures how the distorted electron cloud changes the electric field gradient at the nucleus, also needs the radial solutions and a sum over the occupied orbitals, including those with $m\neq0$, whose angular amplitudes are different.

## Two dipole steps make a quadrupole step

Solving the recurrence for the product with $X$ gives

$$X P_{n+1}=\frac{n+2}{2n+3}\,P_{n+2}+\frac{n+1}{2n+3}\,P_n .$$

With $l=n+1$ this reads

$$X P_l=\frac{l+1}{2l+1}\,P_{l+1}+\frac{l}{2l+1}\,P_{l-1},\qquad l\ge1 .$$

It is the dipole coupling: one factor of $\cos\theta$ connects a wave to its two neighbours. Since $P_2=\tfrac32X^2-\tfrac12$, a quadrupole step consists of two dipole steps and a subtraction. For $l\ge2$ both neighbours $l\pm1$ are at least 1, so the coupling applies to each of them:

$$X^2P_l=\frac{l+1}{2l+1}\left[\frac{l+2}{2l+3}P_{l+2}+\frac{l+1}{2l+3}P_l\right]+\frac{l}{2l+1}\left[\frac{l}{2l-1}P_l+\frac{l-1}{2l-1}P_{l-2}\right].$$

Multiplying by $\tfrac32$ gives $U_l$ in front of $P_{l+2}$ and $D_l$ in front of $P_{l-2}$ at once. The wave $P_l$ is reached along two paths, through $l+1$ and through $l-1$. Their sum is

$$\frac{(l+1)^2(2l-1)+l^2(2l+3)}{(2l-1)(2l+1)(2l+3)}=\frac{4l^3+6l^2-1}{(2l-1)(2l+1)(2l+3)}=\frac{2l^2+2l-1}{(2l-1)(2l+3)},$$

because $4l^3+6l^2-1=(2l+1)(2l^2+2l-1)$. The coefficient of $P_l$ in $P_2P_l$ is therefore

$$\frac32\cdot\frac{2l^2+2l-1}{(2l-1)(2l+3)}-\frac12=\frac{3(2l^2+2l-1)-(4l^2+4l-3)}{2(2l-1)(2l+3)}=\frac{l(l+1)}{(2l-1)(2l+3)}=S_l .$$

The two lowest waves have no downward channel. For $l=0$ the product is $P_2P_0=P_2$, and $U_0=1$. For $l=1$, the two dipole steps give

$$X^2P_1=\tfrac23\,XP_2+\tfrac13\,XP_0=\tfrac23\left(\tfrac35P_3+\tfrac25P_1\right)+\tfrac13P_1=\tfrac25P_3+\tfrac35P_1,$$

and hence $P_2P_1=\tfrac35P_3+\tfrac25P_1$, with $U_1=\tfrac35$ and $S_1=\tfrac25$.

## Uniqueness and reciprocity

The recurrence shows by induction that $P_n$ contains no power of $X$ above $X^n$. It also shows that the coefficient of $X^{n+2}$ in $P_{n+2}$ is $(2n+3)/(n+2)$ times the coefficient of $X^{n+1}$ in $P_{n+1}$. Starting from 1, these leading coefficients remain positive.

Suppose now that $aP_{l+2}+bP_l+cP_{l-2}=P_2P_l$. Only $P_{l+2}$ contains $X^{l+2}$, so comparing that power gives $a=U_l$. After the equal terms are cancelled, the power $X^l$ gives $b=S_l$, and then $X^{l-2}$ gives $c=D_l$.

The upward amplitude from $l$ and the downward amplitude from $l+2$ belong to the same pair of waves. Substituting $l+2$ in $D$ gives

$$D_{l+2}=\frac{3(l+1)(l+2)}{2(2l+3)(2l+5)},\qquad\text{hence}\qquad \frac{U_l}{2l+5}=\frac{D_{l+2}}{2l+1}.$$

The weights appear because the $P_l$ are not normalised: the unit-norm function on the sphere is $\sqrt{(2l+1)/4\pi}\,P_l$. Between unit-norm waves the upward and downward amplitudes are equal, as they must be for a real symmetric perturbation:

$$U_l\sqrt{\frac{2l+1}{2l+5}}=D_{l+2}\sqrt{\frac{2l+5}{2l+1}}=\frac{3(l+1)(l+2)}{2(2l+3)\sqrt{(2l+1)(2l+5)}} .$$

For a d wave the amplitudes $18/35$, $2/7$ and $1/5$ become $6/(7\sqrt5)$, $2/7$ and $1/\sqrt5$. These normalised values rest on the familiar norm integral, which the Lean development never uses.

## Polynomials and amplitudes in Lean

The development works in `ℝ[X]`, the ring of polynomials with real coefficients. The indeterminate `X` stands for $\cos\theta$, and an equation between polynomials holds as an identity in it. Angles, integrals and radial functions do not enter.

```lean
import Mathlib

open Polynomial

namespace SternheimerAngularChannels

noncomputable section
```

The definition follows the recurrence, with two starting values. The symbol `•` multiplies a polynomial by a real number.

```lean
/-- The Legendre polynomials in the variable `X = cos θ`, defined by their three-term
recurrence. -/
def legendreP : ℕ → ℝ[X]
  | 0 => 1
  | 1 => X
  | n + 2 => ((2 * (n : ℝ) + 3) / ((n : ℝ) + 2)) • (X * legendreP (n + 1))
      - (((n : ℝ) + 1) / ((n : ℝ) + 2)) • legendreP n
```

The amplitudes $U_l$, $S_l$ and $D_l$ are called `ampUp`, `ampSame` and `ampDown`. Each takes a natural number `l` and converts it to a real number before any arithmetic is done, so that $l-1$ and $2l-1$ are ordinary real differences even at $l=0$.

```lean
/-- Angular amplitude of the quadrupole channel `l → l + 2`. -/
def ampUp (l : ℕ) : ℝ :=
  3 * ((l : ℝ) + 1) * ((l : ℝ) + 2) / (2 * (2 * (l : ℝ) + 1) * (2 * (l : ℝ) + 3))

/-- Angular amplitude of the quadrupole channel `l → l`. -/
def ampSame (l : ℕ) : ℝ :=
  (l : ℝ) * ((l : ℝ) + 1) / ((2 * (l : ℝ) - 1) * (2 * (l : ℝ) + 3))

/-- Angular amplitude of the quadrupole channel `l → l - 2`. -/
def ampDown (l : ℕ) : ℝ :=
  3 * (l : ℝ) * ((l : ℝ) - 1) / (2 * (2 * (l : ℝ) - 1) * (2 * (l : ℝ) + 1))
```

## The dipole coupling and the factor P₂

The first theorem is the recurrence solved for $XP_{n+1}$. The proof replaces `legendreP (n + 2)` by its definition. Then `match_scalars` compares the coefficients of $XP_{n+1}$ and of $P_n$ on the two sides, and `field_simp` and `ring` settle the fractions.

```lean
/-- Multiplication by `X = cos θ` turns `P_(n+1)` into a combination of its two neighbours `P_(n+2)`
and `P_n`. -/
theorem cos_mul_legendreP (n : ℕ) :
    X * legendreP (n + 1) = (((n : ℝ) + 2) / (2 * (n : ℝ) + 3)) • legendreP (n + 2)
      + (((n : ℝ) + 1) / (2 * (n : ℝ) + 3)) • legendreP n := by
  have hr : legendreP (n + 2)
      = ((2 * (n : ℝ) + 3) / ((n : ℝ) + 2)) • (X * legendreP (n + 1))
        - (((n : ℝ) + 1) / ((n : ℝ) + 2)) • legendreP n := rfl
  rw [hr]
  match_scalars <;> field_simp
  ring
```

The next theorem writes multiplication by $P_2$ as two multiplications by $X$ and a subtraction. It holds for every polynomial `p`, not only for a partial wave. The inner statement `hr` evaluates the recurrence at $n=0$ to obtain $P_2=\tfrac32X^2-\tfrac12$.

```lean
/-- Multiplying any polynomial in `X = cos θ` by `P_2` is the same as multiplying it by `(3 X² - 1)
/ 2`. -/
theorem quadrupole_mul (p : ℝ[X]) :
    legendreP 2 * p = (3 / 2 : ℝ) • (X * (X * p)) - (1 / 2 : ℝ) • p := by
  have hr : legendreP 2 = (3 / 2 : ℝ) • ((X : ℝ[X]) * X) - (1 / 2 : ℝ) • (1 : ℝ[X]) := by
    have h : legendreP 2
        = ((2 * ((0 : ℕ) : ℝ) + 3) / (((0 : ℕ) : ℝ) + 2)) • ((X : ℝ[X]) * X)
          - ((((0 : ℕ) : ℝ) + 1) / (((0 : ℕ) : ℝ) + 2)) • (1 : ℝ[X]) := rfl
    rw [h]
    simp only [Nat.cast_zero, mul_zero, zero_add]
  rw [hr, sub_mul, smul_mul_assoc, smul_mul_assoc, one_mul, mul_assoc]
```

## The three channels for l = n + 2

The main theorem is stated for $l=n+2$ with `n` any natural number, which covers exactly the waves $l\ge2$. The downward wave is then simply `legendreP n`, and no subtraction of natural numbers is needed.

The proof repeats the two dipole steps. The statement `h1` is the coupling of $P_{n+2}$ to $P_{n+3}$ and $P_{n+1}$, and `h2` is that of $P_{n+3}$. The coupling of $P_{n+1}$ comes directly from `cos_mul_legendreP n`. The statements `hs` and `hd` rewrite $2l-1$ as $2n+3$, so that the denominators are visibly positive. After the long `rw`, both sides are combinations of $P_{n+4}$, $P_{n+2}$ and $P_n$. The last line checks the three coefficients; the one for $P_{n+2}$ is the sum over two paths computed above.

```lean
/-- For every `l = n + 2`, the product `P_2 P_l` is the sum of the channels `l + 2`, `l` and
`l - 2`, weighted by the three angular amplitudes. -/
theorem quadrupole_channels (n : ℕ) :
    legendreP 2 * legendreP (n + 2) = ampUp (n + 2) • legendreP (n + 4)
      + ampSame (n + 2) • legendreP (n + 2) + ampDown (n + 2) • legendreP n := by
  -- the dipole coupling for `P_(n+2)` and `P_(n+3)`
  have h1 : X * legendreP (n + 2)
      = ((((n + 1 : ℕ) : ℝ) + 2) / (2 * ((n + 1 : ℕ) : ℝ) + 3)) • legendreP (n + 3)
        + ((((n + 1 : ℕ) : ℝ) + 1) / (2 * ((n + 1 : ℕ) : ℝ) + 3)) • legendreP (n + 1) :=
    cos_mul_legendreP (n + 1)
  have h2 : X * legendreP (n + 3)
      = ((((n + 2 : ℕ) : ℝ) + 2) / (2 * ((n + 2 : ℕ) : ℝ) + 3)) • legendreP (n + 4)
        + ((((n + 2 : ℕ) : ℝ) + 1) / (2 * ((n + 2 : ℕ) : ℝ) + 3)) • legendreP (n + 2) :=
    cos_mul_legendreP (n + 2)
  -- the amplitudes with manifestly positive denominators
  have hs : ampSame (n + 2)
      = ((n : ℝ) + 2) * ((n : ℝ) + 3) / ((2 * (n : ℝ) + 3) * (2 * (n : ℝ) + 7)) := by
    unfold ampSame
    push_cast
    ring
  have hd : ampDown (n + 2)
      = 3 * ((n : ℝ) + 2) * ((n : ℝ) + 1)
        / (2 * (2 * (n : ℝ) + 3) * (2 * (n : ℝ) + 5)) := by
    unfold ampDown
    push_cast
    ring
  rw [quadrupole_mul, h1, mul_add, mul_smul_comm, mul_smul_comm, h2, cos_mul_legendreP n,
    hs, hd, ampUp]
  match_scalars <;> field_simp <;> ring
```

## The s, p and d waves

The s wave has the single channel $l=2$. The proof uses $P_0=1$ and the value `ampUp 0 = 1`.

```lean
/-- For an s wave only the channel `l = 2` appears. -/
theorem quadrupole_s_wave : legendreP 2 * legendreP 0 = ampUp 0 • legendreP 2 := by
  have h0 : legendreP 0 = 1 := rfl
  rw [h0, mul_one, show ampUp 0 = 1 by norm_num [ampUp], one_smul]
```

For the p wave the two dipole steps are carried out with explicit numbers. The step down from $P_1$ leads to $P_0$, and `h3` supplies $XP_0=P_1$, which lies outside the range of the general coupling.

```lean
/-- For a p wave only the channels `l = 3` and `l = 1` appear. -/
theorem quadrupole_p_wave :
    legendreP 2 * legendreP 1 = ampUp 1 • legendreP 3 + ampSame 1 • legendreP 1 := by
  have h1 : X * legendreP 1
      = ((((0 : ℕ) : ℝ) + 2) / (2 * ((0 : ℕ) : ℝ) + 3)) • legendreP 2
        + ((((0 : ℕ) : ℝ) + 1) / (2 * ((0 : ℕ) : ℝ) + 3)) • legendreP 0 :=
    cos_mul_legendreP 0
  have h2 : X * legendreP 2
      = ((((1 : ℕ) : ℝ) + 2) / (2 * ((1 : ℕ) : ℝ) + 3)) • legendreP 3
        + ((((1 : ℕ) : ℝ) + 1) / (2 * ((1 : ℕ) : ℝ) + 3)) • legendreP 1 :=
    cos_mul_legendreP 1
  have h3 : X * legendreP 0 = legendreP 1 := mul_one X
  rw [quadrupole_mul, h1, mul_add, mul_smul_comm, mul_smul_comm, h2, h3, ampUp, ampSame]
  match_scalars <;> norm_num
```

The d wave is the smallest case of the main theorem, $n=0$. The proof only evaluates the three amplitudes at $l=2$.

```lean
/-- For a d wave the amplitudes of the channels `l = 4, 2, 0` are `18/35`, `2/7` and `1/5`. -/
theorem quadrupole_d_wave :
    legendreP 2 * legendreP 2 = (18 / 35 : ℝ) • legendreP 4 + (2 / 7 : ℝ) • legendreP 2
      + (1 / 5 : ℝ) • legendreP 0 := by
  have h : legendreP 2 * legendreP 2 = ampUp 2 • legendreP 4 + ampSame 2 • legendreP 2
      + ampDown 2 • legendreP 0 := quadrupole_channels 0
  rw [h, show ampUp 2 = 18 / 35 by norm_num [ampUp],
    show ampSame 2 = 2 / 7 by norm_num [ampSame],
    show ampDown 2 = 1 / 5 by norm_num [ampDown]]
```

## Leading powers determine the amplitudes

In Lean, `p.coeff m` is the coefficient of $X^m$ in `p`. The first lemma says that this coefficient vanishes for $P_n$ whenever $m>n$. The proof is an induction along the recurrence. In the step, $m$ is written as $k+1$, because the coefficient of $X^{k+1}$ in $XP_{n+1}$ is that of $X^k$ in $P_{n+1}$.

```lean
/-- `P_n` contains no power of `cos θ` above the `n`-th. -/
theorem coeff_above : ∀ n m : ℕ, n < m → (legendreP n).coeff m = 0
  | 0, m, h => by
    rw [legendreP, coeff_one, if_neg (by omega)]
  | 1, m, h => by
    rw [legendreP, coeff_X, if_neg (by omega)]
  | n + 2, m, h => by
    obtain ⟨k, rfl⟩ : ∃ k, m = k + 1 := ⟨m - 1, by omega⟩
    rw [legendreP, coeff_sub, coeff_smul, coeff_smul, coeff_X_mul,
      coeff_above (n + 1) k (by omega), coeff_above n (k + 1) (by omega),
      smul_zero, smul_zero, sub_zero]
```

The second lemma gives the sign of the leading coefficient. In $P_{n+2}$ the term with $P_n$ does not reach the top power, by the previous lemma. What remains is a positive factor times the leading coefficient of $P_{n+1}$.

```lean
/-- The coefficient of `cos^n θ` in `P_n` is positive. -/
theorem coeff_top_pos : ∀ n : ℕ, 0 < (legendreP n).coeff n
  | 0 => by
    rw [legendreP, coeff_one, if_pos rfl]
    exact one_pos
  | 1 => by
    rw [legendreP, coeff_X, if_pos rfl]
    exact one_pos
  | n + 2 => by
    change 0 < (legendreP (n + 2)).coeff ((n + 1) + 1)
    rw [legendreP, coeff_sub, coeff_smul, coeff_smul, coeff_X_mul,
      coeff_above n (n + 1 + 1) (by omega), smul_zero, sub_zero, smul_eq_mul]
    exact mul_pos (by positivity) (coeff_top_pos (n + 1))
```

The uniqueness theorem takes arbitrary real numbers `a`, `b` and `c` and assumes in `h` that they expand $P_2P_{n+2}$ in the same three waves. It concludes that they are the three amplitudes. The main theorem first replaces the product in `h` by its known expansion. The equations `h4`, `h2` and `h0` then compare the powers $n+4$, $n+2$ and $n$, and in each of them `mul_right_cancel₀` divides by a leading coefficient that is known to be non-zero. Between these comparisons, `subst` inserts the amplitude just found, and `add_left_cancel` removes the terms that have become equal.

```lean
/-- The three channel amplitudes are the only numbers with which `P_2 P_l`, `l = n + 2`, can be
expanded in `P_(l+2)`, `P_l` and `P_(l-2)`. -/
theorem amplitudes_unique (n : ℕ) (a b c : ℝ)
    (h : a • legendreP (n + 4) + b • legendreP (n + 2) + c • legendreP n
      = legendreP 2 * legendreP (n + 2)) :
    a = ampUp (n + 2) ∧ b = ampSame (n + 2) ∧ c = ampDown (n + 2) := by
  rw [quadrupole_channels] at h
  -- compare the powers n + 4, n + 2 and n in turn
  have h4 := congrArg (fun p : ℝ[X] => p.coeff (n + 4)) h
  simp only [coeff_add, coeff_smul, smul_eq_mul, coeff_above (n + 2) (n + 4) (by omega),
    coeff_above n (n + 4) (by omega), mul_zero, add_zero] at h4
  have ha := mul_right_cancel₀ (coeff_top_pos (n + 4)).ne' h4
  subst ha
  have h2 := congrArg (fun p : ℝ[X] => p.coeff (n + 2)) h
  simp only [coeff_add, coeff_smul, smul_eq_mul, coeff_above n (n + 2) (by omega),
    mul_zero, add_zero] at h2
  have hb := mul_right_cancel₀ (coeff_top_pos (n + 2)).ne' (add_left_cancel h2)
  subst hb
  have h0 := congrArg (fun p : ℝ[X] => p.coeff n) (add_left_cancel h)
  simp only [coeff_smul, smul_eq_mul] at h0
  exact ⟨rfl, rfl, mul_right_cancel₀ (coeff_top_pos n).ne' h0⟩
```

## Upward and downward amplitudes compared

The reciprocity relation holds for every natural number `l`, including the s and p waves. It is an identity between the two explicit fractions: once the definitions are inserted and the nested divisions merged, `push_cast` turns the real number belonging to `l + 2` into $l+2$, and `ring` finishes the comparison.

```lean
/-- Reciprocity: the amplitude `l → l + 2` divided by `2(l + 2) + 1` equals the amplitude
`l + 2 → l` divided by `2l + 1`. -/
theorem amplitude_reciprocity (l : ℕ) :
    ampUp l / (2 * ((l : ℝ) + 2) + 1) = ampDown (l + 2) / (2 * (l : ℝ) + 1) := by
  rw [ampUp, ampDown, div_div, div_div]
  push_cast
  ring

end

end SternheimerAngularChannels
```

```lean
#print axioms SternheimerAngularChannels.quadrupole_channels
#print axioms SternheimerAngularChannels.quadrupole_d_wave
#print axioms SternheimerAngularChannels.amplitudes_unique
#print axioms SternheimerAngularChannels.amplitude_reciprocity
```

```
'SternheimerAngularChannels.quadrupole_channels' depends on axioms: [propext, Classical.choice, Quot.sound]
'SternheimerAngularChannels.quadrupole_d_wave' depends on axioms: [propext, Classical.choice, Quot.sound]
'SternheimerAngularChannels.amplitudes_unique' depends on axioms: [propext, Classical.choice, Quot.sound]
'SternheimerAngularChannels.amplitude_reciprocity' depends on axioms: [propext, Classical.choice, Quot.sound]
```
